# The Gaussian pair energy of finitely many charges is at least $-\tfrac12\sum_i q_i^2$

**Q.** Put real charges $q_i$ at finitely many points $r_i$, and suppose that
$$W=\sum_{i,j}q_iq_j\,e^{-t\|r_i-r_j\|^2}$$
were negative for some arrangement. Scaling every charge by $\lambda$ scales $W$ by $\lambda^2$, so a model that minimises $\tfrac12W$ over the charges would run off to $-\infty$. What excludes this?

**A.** The condition $t\ge0$. Call a kernel $K_{ij}$ positive if $\sum_{ij}p_ip_jK_{ij}\ge0$ for all real $p$. Let $K$ be positive. In an orthonormal basis of the span of the points, with coordinates $x_{ik}$, we have $\langle r_i,r_j\rangle=\sum_kx_{ik}x_{jk}$, so
$$\sum_{ij}q_iq_jK_{ij}\langle r_i,r_j\rangle=\sum_k\sum_{ij}(q_ix_{ik})(q_jx_{jk})K_{ij}\ge0.$$
The constant kernel $1$ is positive, since it gives $(\sum_ip_i)^2$. By induction every power $\langle r_i,r_j\rangle^n$ is positive. Now set $p_i=q_ie^{-t\|r_i\|^2}$ and expand the square in the exponent:
$$W=\sum_{ij}p_ip_j\,e^{2t\langle r_i,r_j\rangle}=\sum_n\frac{(2t)^n}{n!}\sum_{ij}p_ip_j\langle r_i,r_j\rangle^n\ge0.$$
The diagonal of $W$ is $\sum_iq_i^2$ and the rest is twice the pair energy $U$ over $i<j$. Hence $U\ge-\tfrac12\sum_iq_i^2$.

**Q.** Give me numbers.

**A.** Take charges $1,-2,1$ at $0,1,2$ on a line, with $t=\ln2$. The kernel is $\tfrac12$ at distance 1 and $\tfrac1{16}$ at distance 2, so $U=-1-1+\tfrac1{16}=-\tfrac{31}{16}$, above the bound $-3$. Correspondingly, $W=6-\tfrac{31}8=\tfrac{17}8$.

**Q.** And with negative $t$?

**A.** It fails: charges $1,-1$ at distance $d>0$ give $W=2-2e^{|t|d^2}<0$.

**Q.** Does the Lean code describe these charges, or something tamer?

**A.** These charges. `ι` is a finite set of labels, and `E` is any real inner-product space, ordinary space included.

```lean
import Mathlib

open Filter Topology

namespace GaussianChargeEnergy

noncomputable section

variable {ι E : Type*} [Fintype ι] [NormedAddCommGroup E] [InnerProductSpace ℝ E]
```

The prefactor is one, so two unit charges at the same point have interaction 1; $t$ is an inverse squared length.

```lean
/-- The Gaussian interaction `exp (-t ‖x - y‖²)` of two unit charges at `x` and `y`. -/
def gaussianKernel (t : ℝ) (x y : E) : ℝ := Real.exp (-t * ‖x - y‖ ^ 2)
```

$W$ is `gaussianForm`, self-terms included.

```lean
/-- The full double sum of Gaussian interactions, self-interactions included. -/
def gaussianForm (t : ℝ) (q : ι → ℝ) (r : ι → E) : ℝ :=
  ∑ i, ∑ j, q i * q j * gaussianKernel t (r i) (r j)
```

The potential at $x$ is $\varphi(x)=\sum_iq_ie^{-t\|r_i-x\|^2}$.

```lean
/-- The Gaussian potential at `x` of charges `q i` at the points `r i`. -/
def gaussianPotential (t : ℝ) (q : ι → ℝ) (r : ι → E) (x : E) : ℝ :=
  ∑ i, q i * gaussianKernel t (r i) x
```

$U$ is `pairEnergy`; the order on labels only serves to count each pair once.

```lean
/-- The Gaussian interaction energy, each pair `i < j` counted once. -/
def pairEnergy [LinearOrder ι] (t : ℝ) (q : ι → ℝ) (r : ι → E) : ℝ :=
  ∑ i, ∑ j, if i < j then q i * q j * gaussianKernel t (r i) (r j) else 0
```

**Q.** So positivity isn't hidden in a definition. But this isn't Coulomb.

**A.** No. The interaction is a single Gaussian, without $1/r$, periodic images or infinite lattices. For Gaussian-kernel regression of energy surfaces, the strict version below makes the kernel matrix at finitely many distinct inputs positive definite, hence invertible, for fixed $t>0$.

**Q.** Where is the product step?

**A.** Here. `h` expands the inner product in the basis, and `key` reorders the sums.

```lean
/-- A positive semidefinite kernel stays so when multiplied entrywise by the inner products
of a family of vectors. -/
theorem gram_mul_nonneg (K : ι → ι → ℝ)
    (hK : ∀ q : ι → ℝ, 0 ≤ ∑ i, ∑ j, q i * q j * K i j) (r : ι → E) (q : ι → ℝ) :
    0 ≤ ∑ i, ∑ j, q i * q j * (K i j * inner ℝ (r i) (r j)) := by
  -- coordinates in an orthonormal basis of the span of the points
  let S := Submodule.span ℝ (Set.range r)
  have : FiniteDimensional ℝ S := FiniteDimensional.span_of_finite ℝ (Set.finite_range r)
  let b := stdOrthonormalBasis ℝ S
  let v : ι → S := fun i => ⟨r i, Submodule.subset_span ⟨i, rfl⟩⟩
  have h : ∀ i j, inner ℝ (r i) (r j) =
      ∑ k, inner ℝ (v i) (b k) * inner ℝ (v j) (b k) := by
    intro i j
    calc inner ℝ (r i) (r j) = inner ℝ (v i) (v j) := rfl
      _ = ∑ k, inner ℝ (v i) (b k) * inner ℝ (b k) (v j) :=
        (b.sum_inner_mul_inner (v i) (v j)).symm
      _ = _ := Finset.sum_congr rfl fun k _ => by rw [real_inner_comm (v j) (b k)]
  have key : ∑ i, ∑ j, q i * q j * (K i j * inner ℝ (r i) (r j)) =
      ∑ k, ∑ i, ∑ j, (q i * inner ℝ (v i) (b k)) * (q j * inner ℝ (v j) (b k)) * K i j := by
    simp only [h, Finset.mul_sum]
    conv_rhs => rw [Finset.sum_comm]
    refine Finset.sum_congr rfl fun i _ => ?_
    conv_rhs => rw [Finset.sum_comm]
    refine Finset.sum_congr rfl fun j _ => Finset.sum_congr rfl fun k _ => ?_
    ring
  rw [key]
  exact Finset.sum_nonneg fun k _ => hK fun i => q i * inner ℝ (v i) (b k)
```

Next come the induction on powers (`hpow`) and the termwise sum of the exponential series.

```lean
/-- For `s ≥ 0` the kernel `exp (s ⟨x, y⟩)` is positive semidefinite. -/
theorem exp_inner_nonneg {s : ℝ} (hs : 0 ≤ s) (q : ι → ℝ) (r : ι → E) :
    0 ≤ ∑ i, ∑ j, q i * q j * Real.exp (s * inner ℝ (r i) (r j)) := by
  -- every power of the inner product is positive semidefinite
  have hpow : ∀ (n : ℕ) (p : ι → ℝ),
      0 ≤ ∑ i, ∑ j, p i * p j * (inner ℝ (r i) (r j)) ^ n := by
    intro n
    induction n with
    | zero =>
      intro p
      have h : ∑ i, ∑ j, p i * p j * (inner ℝ (r i) (r j)) ^ 0 = (∑ i, p i) * ∑ j, p j := by
        simp only [pow_zero, mul_one, Finset.sum_mul_sum]
      rw [h]
      exact mul_self_nonneg _
    | succ n ih =>
      intro p
      simpa only [pow_succ] using
        gram_mul_nonneg (fun i j => (inner ℝ (r i) (r j)) ^ n) ih r p
  have hexp : ∀ x : ℝ, HasSum (fun n : ℕ => x ^ n / (n.factorial : ℝ)) (Real.exp x) := by
    intro x
    rw [Real.exp_eq_exp_ℝ, NormedSpace.exp_eq_tsum_div]
    exact (Real.summable_pow_div_factorial x).hasSum
  -- sum the exponential series term by term
  have H := hasSum_sum (s := Finset.univ) fun (i : ι) _ =>
    hasSum_sum (s := Finset.univ) fun (j : ι) _ =>
      (hexp (s * inner ℝ (r i) (r j))).mul_left (q i * q j)
  rw [← H.tsum_eq]
  refine tsum_nonneg fun n => ?_
  have e : ∑ i, ∑ j, q i * q j * ((s * inner ℝ (r i) (r j)) ^ n / (n.factorial : ℝ)) =
      s ^ n / (n.factorial : ℝ) * ∑ i, ∑ j, q i * q j * (inner ℝ (r i) (r j)) ^ n := by
    simp only [Finset.mul_sum]
    refine Finset.sum_congr rfl fun i _ => Finset.sum_congr rfl fun j _ => ?_
    rw [mul_pow]
    ring
  rw [e]
  exact mul_nonneg (by positivity) (hpow n q)
```

Setting `s = 2 * t` and absorbing the factors into the charges gives $W\ge0$.

```lean
/-- For `t ≥ 0` the full double sum of Gaussian interactions is nonnegative. -/
theorem gaussianForm_nonneg {t : ℝ} (ht : 0 ≤ t) (q : ι → ℝ) (r : ι → E) :
    0 ≤ gaussianForm t q r := by
  have h := exp_inner_nonneg (s := 2 * t) (by positivity)
    (fun i => q i * Real.exp (-t * ‖r i‖ ^ 2)) r
  refine h.trans_eq (Finset.sum_congr rfl fun i _ => Finset.sum_congr rfl fun j _ => ?_)
  have e : gaussianKernel t (r i) (r j) = Real.exp (-t * ‖r i‖ ^ 2) *
      Real.exp (-t * ‖r j‖ ^ 2) * Real.exp (2 * t * inner ℝ (r i) (r j)) := by
    rw [gaussianKernel, ← Real.exp_add, ← Real.exp_add, norm_sub_sq_real]
    congr 1
    ring
  rw [e]
  ring
```

**Q.** Can $W$ vanish for a real arrangement?

**A.** Not for $t>0$, distinct points and charges not all zero. Suppose $W=0$ and add a test charge $s$ at $x$. Then $0\le s^2+2s\varphi(x)$, and $s=-\varphi(x)$ gives $0\le-\varphi(x)^2$, so $\varphi(x)=0$. In Lean, `Option ι` supplies the extra label.

```lean
/-- For `t ≥ 0`, if the full double sum vanishes, the Gaussian potential of the charges
vanishes at every point. -/
theorem potential_eq_zero {t : ℝ} (ht : 0 ≤ t) (q : ι → ℝ) (r : ι → E)
    (h0 : gaussianForm t q r = 0) (x : E) : gaussianPotential t q r x = 0 := by
  -- add a test charge `s` at `x`
  have key : ∀ s : ℝ, 0 ≤ s ^ 2 + 2 * s * gaussianPotential t q r x + gaussianForm t q r := by
    intro s
    have h := gaussianForm_nonneg ht (fun o : Option ι => o.elim s q) (fun o => o.elim x r)
    have e0 : gaussianKernel t x x = 1 := by simp [gaussianKernel]
    have e1 : ∑ j, s * q j * gaussianKernel t x (r j) = s * gaussianPotential t q r x := by
      rw [gaussianPotential, Finset.mul_sum]
      refine Finset.sum_congr rfl fun j _ => ?_
      have hc : gaussianKernel t x (r j) = gaussianKernel t (r j) x := by
        rw [gaussianKernel, norm_sub_rev, gaussianKernel]
      rw [hc]
      ring
    have e2 : ∑ i, q i * s * gaussianKernel t (r i) x = s * gaussianPotential t q r x := by
      rw [gaussianPotential, Finset.mul_sum]
      exact Finset.sum_congr rfl fun i _ => by ring
    simp only [gaussianForm, Fintype.sum_option, Option.elim_none, Option.elim_some,
      Finset.sum_add_distrib, e0, e1, e2] at h
    unfold gaussianForm
    linarith
  have h := key (-gaussianPotential t q r x)
  rw [h0] at h
  nlinarith [sq_nonneg (gaussianPotential t q r x)]
```

Now let $r_m$ be an outermost charged point. Multiplying $\varphi(ar_m)=0$ by $e^{t\|r_m-ar_m\|^2}$ gives
$$\sum_iq_ie^{c_i-ak_i}=0,\qquad c_i=t(\|r_m\|^2-\|r_i\|^2),\quad k_i=2t(\|r_m\|^2-\langle r_i,r_m\rangle).$$
For any other charged point, $0<\|r_i-r_m\|^2\le2(\|r_m\|^2-\langle r_i,r_m\rangle)$, so $k_i>0$ and its term dies as $a\to\infty$. The term $i=m$ is always $q_m$, so $q_m=0$, a contradiction. `hlim` takes these limits, and distinctness enters as `Function.Injective r`.

```lean
/-- For `t > 0`, charges at distinct points whose Gaussian potential vanishes everywhere
are all zero. -/
theorem charges_eq_zero {t : ℝ} (ht : 0 < t) (q : ι → ℝ) (r : ι → E)
    (hr : Function.Injective r) (h : ∀ x, gaussianPotential t q r x = 0) : q = 0 := by
  classical
  by_contra hq
  obtain ⟨i₀, hi₀⟩ := Function.ne_iff.mp hq
  -- the outermost point that carries charge
  obtain ⟨m, hm, hmax⟩ := Finset.exists_max_image (Finset.univ.filter fun i => q i ≠ 0)
    (fun i => ‖r i‖) ⟨i₀, Finset.mem_filter.mpr ⟨Finset.mem_univ _, hi₀⟩⟩
  let c : ι → ℝ := fun i => t * (‖r m‖ ^ 2 - ‖r i‖ ^ 2)
  let k : ι → ℝ := fun i => 2 * t * (‖r m‖ ^ 2 - inner ℝ (r i) (r m))
  have hzero : ∀ a : ℝ, ∑ i, q i * Real.exp (c i + -(a * k i)) = 0 := by
    intro a
    have e : ∑ i, q i * Real.exp (c i + -(a * k i)) =
        Real.exp (t * ‖r m - a • r m‖ ^ 2) * gaussianPotential t q r (a • r m) := by
      rw [gaussianPotential, Finset.mul_sum]
      refine Finset.sum_congr rfl fun i _ => ?_
      have e' : Real.exp (c i + -(a * k i)) =
          Real.exp (t * ‖r m - a • r m‖ ^ 2) * gaussianKernel t (r i) (a • r m) := by
        rw [gaussianKernel, ← Real.exp_add]
        congr 1
        simp only [c, k, norm_sub_sq_real, real_inner_smul_right, real_inner_self_eq_norm_sq]
        ring
      rw [e']
      ring
    rw [e, h, mul_zero]
  -- far out along `r m` only the charge at `r m` survives
  have hlim : ∀ i, Tendsto (fun a : ℝ => q i * Real.exp (c i + -(a * k i))) atTop
      (𝓝 (if i = m then q m else 0)) := by
    intro i
    by_cases him : i = m
    · subst him
      simp [c, k]
    · rw [if_neg him]
      by_cases hqi : q i = 0
      · simp [hqi]
      · have h1 : ‖r i‖ ≤ ‖r m‖ :=
          hmax i (Finset.mem_filter.mpr ⟨Finset.mem_univ _, hqi⟩)
        have h2 : ‖r i‖ ^ 2 ≤ ‖r m‖ ^ 2 := pow_le_pow_left₀ (norm_nonneg _) h1 2
        have h3 : 0 < ‖r i - r m‖ ^ 2 :=
          pow_pos (norm_pos_iff.mpr (sub_ne_zero.mpr fun e => him (hr e))) 2
        rw [norm_sub_sq_real] at h3
        have hk : 0 < k i := mul_pos (by positivity) (by linarith)
        have h4 : Tendsto (fun a : ℝ => c i + -(a * k i)) atTop atBot :=
          tendsto_atBot_add_const_left atTop (c i)
            (tendsto_neg_atTop_atBot.comp (tendsto_id.atTop_mul_const hk))
        simpa using (Real.tendsto_exp_atBot.comp h4).const_mul (q i)
  have hsum := tendsto_finsetSum Finset.univ fun i _ => hlim i
  simp only [hzero, Finset.sum_ite_eq', Finset.mem_univ, if_true] at hsum
  exact (Finset.mem_filter.mp hm).2 (tendsto_nhds_unique hsum tendsto_const_nhds)
```

Together the two lemmas give strictness.

```lean
/-- For `t > 0` and charges, not all zero, at distinct points, the full double sum of
Gaussian interactions is strictly positive. -/
theorem gaussianForm_pos {t : ℝ} (ht : 0 < t) (q : ι → ℝ) (r : ι → E)
    (hr : Function.Injective r) (hq : q ≠ 0) : 0 < gaussianForm t q r :=
  lt_of_le_of_ne (gaussianForm_nonneg ht.le q r) fun h =>
    hq (charges_eq_zero ht q r hr (potential_eq_zero ht.le q r h.symm))
```

**Q.** And the pair energy?

**A.** `hsplit` sorts each term into $i=j$, $i<j$ or $j<i$; symmetry makes the last two sums equal.

```lean
omit [InnerProductSpace ℝ E] in
/-- The full double sum is the sum of the squared charges plus twice the pair energy. -/
theorem gaussianForm_eq [LinearOrder ι] (t : ℝ) (q : ι → ℝ) (r : ι → E) :
    gaussianForm t q r = ∑ i, q i ^ 2 + 2 * pairEnergy t q r := by
  let F : ι → ι → ℝ := fun i j => q i * q j * gaussianKernel t (r i) (r j)
  have hF : ∀ i j, F i j = F j i := by
    intro i j
    simp only [F, gaussianKernel]
    rw [norm_sub_rev (r i) (r j)]
    ring
  have hd : ∀ i, F i i = q i ^ 2 := by
    intro i
    simp [F, gaussianKernel, pow_two]
  have hsplit : ∀ i j, F i j = (if i = j then q i ^ 2 else 0) +
      (if i < j then F i j else 0) + (if j < i then F j i else 0) := by
    intro i j
    rcases lt_trichotomy i j with h | h | h
    · rw [if_neg h.ne, if_pos h, if_neg (not_lt_of_ge h.le)]
      ring
    · subst h
      rw [if_pos rfl, if_neg (lt_irrefl i), hd]
      ring
    · rw [if_neg h.ne', if_neg (not_lt_of_ge h.le), if_pos h, hF i j]
      ring
  have h1 : ∑ i, ∑ j, (if i < j then F i j else 0) = pairEnergy t q r := rfl
  have h2 : ∑ i, ∑ j, (if j < i then F j i else 0) = pairEnergy t q r := by
    rw [← h1]
    exact Finset.sum_comm
  calc gaussianForm t q r = ∑ i, ∑ j, ((if i = j then q i ^ 2 else 0) +
        (if i < j then F i j else 0) + (if j < i then F j i else 0)) :=
        Finset.sum_congr rfl fun i _ => Finset.sum_congr rfl fun j _ => hsplit i j
    _ = ∑ i, q i ^ 2 + 2 * pairEnergy t q r := by
        simp only [Finset.sum_add_distrib, Finset.sum_ite_eq, Finset.mem_univ, if_true]
        rw [h1, h2]
        ring
```

The bound and its strict form are then linear arithmetic.

```lean
/-- For `t ≥ 0` the Gaussian pair energy is at least minus half the sum of the squared
charges. -/
theorem pairEnergy_lower_bound [LinearOrder ι] {t : ℝ} (ht : 0 ≤ t) (q : ι → ℝ)
    (r : ι → E) : -(1 / 2) * ∑ i, q i ^ 2 ≤ pairEnergy t q r := by
  have h := gaussianForm_nonneg ht q r
  rw [gaussianForm_eq] at h
  linarith

/-- For `t > 0` and charges, not all zero, at distinct points, the pair energy lies strictly
above minus half the sum of the squared charges. -/
theorem pairEnergy_strict_bound [LinearOrder ι] {t : ℝ} (ht : 0 < t) (q : ι → ℝ)
    (r : ι → E) (hr : Function.Injective r) (hq : q ≠ 0) :
    -(1 / 2) * ∑ i, q i ^ 2 < pairEnergy t q r := by
  have h := gaussianForm_pos ht q r hr hq
  rw [gaussianForm_eq] at h
  linarith
```

**Q.** Is the constant $\tfrac12$ ever reached?

**A.** Yes, when points may coincide. With all charges at one point, $W=(\sum_iq_i)^2$, so equality holds exactly for zero total charge. A pair $1,-1$ has $U=-1$, which is the bound.

```lean
omit [InnerProductSpace ℝ E] in
/-- When all charges sit at one point, the pair energy equals minus half the sum of the
squared charges exactly if the total charge is zero. -/
theorem pairEnergy_coincident [LinearOrder ι] (t : ℝ) (q : ι → ℝ) (x : E) :
    pairEnergy t q (fun _ => x) = -(1 / 2) * ∑ i, q i ^ 2 ↔ ∑ i, q i = 0 := by
  have h : gaussianForm t q (fun _ => x) = (∑ i, q i) ^ 2 := by
    simp [gaussianForm, gaussianKernel, pow_two, Finset.sum_mul_sum]
  rw [gaussianForm_eq] at h
  constructor
  · intro h1
    exact pow_eq_zero_iff two_ne_zero |>.mp (by linarith)
  · intro h1
    rw [h1] at h
    linarith

end

end GaussianChargeEnergy
```

```lean
#print axioms GaussianChargeEnergy.pairEnergy_lower_bound
#print axioms GaussianChargeEnergy.pairEnergy_strict_bound
#print axioms GaussianChargeEnergy.pairEnergy_coincident
```

```
'GaussianChargeEnergy.pairEnergy_lower_bound' depends on axioms: [propext, Classical.choice, Quot.sound]
'GaussianChargeEnergy.pairEnergy_strict_bound' depends on axioms: [propext, Classical.choice, Quot.sound]
'GaussianChargeEnergy.pairEnergy_coincident' depends on axioms: [propext, Classical.choice, Quot.sound]
```
